# Leave-one-out prediction errors from a single linear least-squares fit

When a cluster expansion is fitted to computed energies, its predictive power can be tested by omitting one structure, refitting the coefficients and predicting the omitted energy, then repeating this for every structure. For unweighted linear least squares with a fixed set of basis functions, and with data that determine all the coefficients, the refits are unnecessary wherever the leverage, a number computed from the full fit, is below one: the prediction error is the ordinary residual divided by one minus the leverage.

## The fit and its leverages

```lean
import Mathlib

open Matrix

namespace LeaveOneOut

noncomputable section

variable {m n : Type*} [Fintype m] [Fintype n] [DecidableEq n]
```

The finite index sets `m` and `n` label the data points and the parameters. In the example these are structures and expansion coefficients.

```lean
/-- The normal matrix `AᵀA` of a linear least-squares problem. -/
def normal (A : Matrix m n ℝ) : Matrix n n ℝ := Aᵀ * A
```

A is the real design matrix: A_jk is the value of basis function k at data point j. Write N = AᵀA for `normal A`.

```lean
/-- The fitted parameters `(AᵀA)⁻¹Aᵀy`. -/
def fit (A : Matrix m n ℝ) (y : m → ℝ) : n → ℝ := (normal A)⁻¹ *ᵥ (Aᵀ *ᵥ y)
```

For data y, the fitted parameters are β = N⁻¹Aᵀy. The symbol `*ᵥ` multiplies a matrix by a vector. Lean gives a singular matrix an inverse by convention, so `fit` has its intended meaning only when N is invertible.

```lean
/-- The hat matrix `A(AᵀA)⁻¹Aᵀ`. -/
def hat (A : Matrix m n ℝ) : Matrix m m ℝ := A * (normal A)⁻¹ * Aᵀ
```

The hat matrix H = AN⁻¹Aᵀ turns the data into the fitted values, Hy = Aβ.

```lean
/-- The leverage of data point `i`, the diagonal entry of the hat matrix. -/
def leverage (A : Matrix m n ℝ) (i : m) : ℝ := hat A i i
```

The leverage h_ii says how strongly the fitted value at point i responds to the datum y_i itself.

```lean
/-- The sum of squared errors of the linear model with parameters `b`. -/
def sqError (A : Matrix m n ℝ) (y : m → ℝ) (b : n → ℝ) : ℝ :=
  ∑ j, (y j - A j ⬝ᵥ b) ^ 2
```

For any parameters b this is S(b) = Σ_j (y_j − A_j·b)², where A_j, in Lean `A j`, is row j and `⬝ᵥ` is the dot product.

```lean
/-- The design matrix with row `i` removed. -/
def dropRow (A : Matrix m n ℝ) (i : m) : Matrix {j // j ≠ i} n ℝ :=
  A.submatrix Subtype.val id
```

The type `{j // j ≠ i}` contains every index except i. The row is really deleted, not set to zero.

```lean
/-- The data with entry `i` removed. -/
def dropEntry (y : m → ℝ) (i : m) : {j // j ≠ i} → ℝ := fun j => y j
```

The same deletion is applied to the data.

```lean
/-- The residual at point `i` of the fit to all data. -/
def residual (A : Matrix m n ℝ) (y : m → ℝ) (i : m) : ℝ := y i - A i ⬝ᵥ fit A y
```

Write a for row i. The full residual is r_i = y_i − a·β.

```lean
/-- The error at point `i` of the prediction by the fit to all other points. -/
def looError [DecidableEq m] (A : Matrix m n ℝ) (y : m → ℝ) (i : m) : ℝ :=
  y i - A i ⬝ᵥ fit (dropRow A i) (dropEntry y i)
```

The leave-one-out error e_i has the same form, but its parameters come from the fit that never saw point i.

## Least squares and the bound on leverage

```lean
/-- If the normal matrix is invertible, the fitted parameters solve the normal equations. -/
theorem normal_mulVec_fit (A : Matrix m n ℝ) (y : m → ℝ) (hA : IsUnit (normal A).det) :
    normal A *ᵥ fit A y = Aᵀ *ᵥ y := by
  rw [fit, Matrix.mulVec_mulVec, Matrix.mul_nonsing_inv _ hA, Matrix.one_mulVec]
```

A theorem lists its hypotheses, then its statement after the colon, then its proof after `:=`. Here `hA` says that det N is a unit, which for a real number means nonzero. Physically, the data determine all the parameters. The conclusion is Nβ = Aᵀy, since NN⁻¹ = 1; `rw` rewrites with such equations.

```lean
/-- If the normal matrix is invertible, the fitted parameters minimise the sum of squared errors. -/
theorem fit_minimises (A : Matrix m n ℝ) (y : m → ℝ) (hA : IsUnit (normal A).det)
    (b : n → ℝ) : sqError A y (fit A y) ≤ sqError A y b := by
  -- the residual vector is orthogonal to every model prediction
  have orth : (y - A *ᵥ fit A y) ⬝ᵥ (A *ᵥ (fit A y - b)) = 0 := by
    rw [Matrix.dotProduct_mulVec, ← Matrix.mulVec_transpose, Matrix.mulVec_sub,
      Matrix.mulVec_mulVec, ← normal_mulVec_fit A y hA, normal, sub_self, zero_dotProduct]
  have e : (y - A *ᵥ fit A y) ⬝ᵥ (A *ᵥ (fit A y - b))
      = ∑ j, (y j - A j ⬝ᵥ fit A y) * (A j ⬝ᵥ (fit A y - b)) := rfl
  have hexp : sqError A y b = sqError A y (fit A y)
      + 2 * (∑ j, (y j - A j ⬝ᵥ fit A y) * (A j ⬝ᵥ (fit A y - b)))
      + ∑ j, (A j ⬝ᵥ (fit A y - b)) ^ 2 := by
    unfold sqError
    rw [Finset.mul_sum, ← Finset.sum_add_distrib, ← Finset.sum_add_distrib]
    refine Finset.sum_congr rfl fun j _ => ?_
    rw [dotProduct_sub]
    ring
  have hpos : 0 ≤ ∑ j, (A j ⬝ᵥ (fit A y - b)) ^ 2 :=
    Finset.sum_nonneg fun j _ => sq_nonneg _
  rw [hexp, ← e, orth]
  linarith
```

No parameters b give a smaller squared error than β. To see this, split each error:

y_j − A_j·b = (y_j − A_j·β) + A_j·(β − b).

After squaring and summing, the cross term is

2 (y − Aβ)·A(β − b) = 2 (Aᵀy − Nβ)·(β − b) = 0.

Hence S(b) = S(β) + Σ_j (A_j·(β − b))² ≥ S(β). In the proof, `orth` is the vanishing cross term, `hexp` the expansion and `hpos` the sign of the last sum.

```lean
/-- The leverage of a data point never exceeds one. -/
theorem leverage_le_one (A : Matrix m n ℝ) (hA : IsUnit (normal A).det) (i : m) :
    leverage A i ≤ 1 := by
  -- the hat matrix is an orthogonal projection
  have hidem : hat A * hat A = hat A := by
    calc hat A * hat A = A * ((normal A)⁻¹ * normal A) * (normal A)⁻¹ * Aᵀ := by
          simp only [hat, normal, Matrix.mul_assoc]
      _ = hat A := by rw [Matrix.nonsing_inv_mul _ hA, Matrix.mul_one, hat]
  have hsymm : (hat A)ᵀ = hat A := by
    simp only [hat, normal, Matrix.transpose_mul, Matrix.transpose_nonsing_inv,
      Matrix.transpose_transpose, Matrix.mul_assoc]
  have hsum : ∑ j, hat A i j ^ 2 = hat A i i := by
    have h := congrFun (congrFun hidem i) i
    rw [Matrix.mul_apply] at h
    rw [← h]
    refine Finset.sum_congr rfl fun j _ => ?_
    have hji : hat A j i = hat A i j := congrFun (congrFun hsymm i) j
    rw [hji, sq]
  have hle : hat A i i ^ 2 ≤ ∑ j, hat A i j ^ 2 :=
    Finset.single_le_sum (f := fun j => hat A i j ^ 2)
      (fun j _ => sq_nonneg _) (Finset.mem_univ i)
  rw [hsum] at hle
  unfold leverage
  by_contra hgt
  have hgt' := lt_of_not_ge hgt
  nlinarith
```

The hat matrix is idempotent and symmetric:

H² = AN⁻¹(AᵀA)N⁻¹Aᵀ = H, Hᵀ = H.

The diagonal entry of H² = H therefore reads

h_ii = Σ_j h_ij² ≥ h_ii²,

which is impossible if h_ii > 1. The facts `hidem`, `hsymm`, `hsum` and `hle` follow this order, and `nlinarith` finds the final contradiction.

```lean
/-- The leverage is the quadratic form of the inverse normal matrix in row `i`. -/
theorem leverage_eq (A : Matrix m n ℝ) (i : m) :
    leverage A i = A i ⬝ᵥ ((normal A)⁻¹ *ᵥ A i) := by
  rw [Matrix.dotProduct_mulVec]
  simp only [leverage, hat, Matrix.mul_apply, Matrix.transpose_apply, Matrix.vecMul, dotProduct]
```

Written out in components, the diagonal entry of H is h_ii = a·N⁻¹a.

## Deleting one point

```lean
omit [Fintype n] [DecidableEq n] in
/-- Removing point `i` subtracts the outer product of row `i` with itself from the normal matrix and
the contribution of that point from the right-hand side of the normal equations. -/
theorem drop_point [DecidableEq m] (A : Matrix m n ℝ) (y : m → ℝ) (i : m) :
    normal (dropRow A i) = normal A - vecMulVec (A i) (A i) ∧
      (dropRow A i)ᵀ *ᵥ dropEntry y i = Aᵀ *ᵥ y - y i • A i := by
  have hdrop : ∀ f : m → ℝ, ∑ j : {j // j ≠ i}, f j = ∑ j, f j - f i := by
    intro f
    have h : ∑ j ∈ Finset.univ.erase i, f j = ∑ j : {j // j ≠ i}, f j :=
      Finset.sum_subtype _ (by simp) f
    have h' := Finset.add_sum_erase Finset.univ f (Finset.mem_univ i)
    linarith
  constructor
  · ext k l
    simp only [normal, Matrix.mul_apply, Matrix.transpose_apply, Matrix.sub_apply,
      Matrix.vecMulVec_apply]
    exact hdrop fun j => A j k * A j l
  · ext k
    simp only [Matrix.mulVec, dotProduct, Matrix.transpose_apply, Pi.sub_apply,
      Pi.smul_apply, smul_eq_mul]
    rw [mul_comm (y i) (A i k)]
    exact hdrop fun j => A j k * y j
```

Let N₋ be the normal matrix without row i, and let A₋ and y₋ be the reduced design matrix and data. Since N_kl = Σ_j A_jk A_jl and (Aᵀy)_k = Σ_j A_jk y_j, leaving out j = i gives

N₋ = N − aaᵀ, A₋ᵀy₋ = Aᵀy − y_i a.

The helper `hdrop` states that a sum over the remaining points is the full sum minus term i. It is applied once to each formula.

```lean
/-- Applied to `v`, the reduced normal matrix gives the result of the full one minus row `i` times
its dot product with `v`. -/
theorem normal_dropRow_mulVec [DecidableEq m] (A : Matrix m n ℝ) (i : m) (v : n → ℝ) :
    normal (dropRow A i) *ᵥ v = normal A *ᵥ v - (A i ⬝ᵥ v) • A i := by
  have h : vecMulVec (A i) (A i) *ᵥ v = (A i ⬝ᵥ v) • A i := by
    ext k
    simp only [Matrix.mulVec, dotProduct, Matrix.vecMulVec_apply, Pi.smul_apply,
      smul_eq_mul, Finset.sum_mul]
    exact Finset.sum_congr rfl fun _ _ => by ring
  rw [(drop_point A 0 i).1, Matrix.sub_mulVec, h]
```

Acting on a vector v, the first formula becomes

N₋v = Nv − (a·v)a.

The subtracted vector is a multiple of a, and it vanishes when v is orthogonal to a.

```lean
/-- If the full normal matrix is invertible, the one without row `i` is invertible exactly when the
leverage of point `i` is below one. -/
theorem isUnit_dropRow_iff [DecidableEq m] (A : Matrix m n ℝ) (hA : IsUnit (normal A).det)
    (i : m) : IsUnit (normal (dropRow A i)).det ↔ leverage A i < 1 := by
  rw [isUnit_iff_ne_zero, ne_eq, ← Matrix.exists_mulVec_eq_zero_iff]
  constructor
  · -- at leverage one, `(AᵀA)⁻¹ a` is a null vector
    intro hker
    refine lt_of_le_of_ne (leverage_le_one A hA i) fun h1 =>
      hker ⟨(normal A)⁻¹ *ᵥ A i, ?_, ?_⟩
    · intro h0
      rw [leverage_eq, h0, dotProduct_zero] at h1
      exact zero_ne_one h1
    · rw [normal_dropRow_mulVec, ← leverage_eq A i, h1, one_smul, Matrix.mulVec_mulVec,
        Matrix.mul_nonsing_inv _ hA, Matrix.one_mulVec, sub_self]
  · -- a null vector must be a multiple of `(AᵀA)⁻¹ a`
    rintro hlt ⟨v, hv, h0⟩
    rw [normal_dropRow_mulVec, sub_eq_zero] at h0
    have hv' : v = (A i ⬝ᵥ v) • ((normal A)⁻¹ *ᵥ A i) := by
      rw [← Matrix.mulVec_smul, ← h0, Matrix.mulVec_mulVec,
        Matrix.nonsing_inv_mul _ hA, Matrix.one_mulVec]
    have h2 : A i ⬝ᵥ v = (A i ⬝ᵥ v) * leverage A i := by
      have h := congrArg (fun w => A i ⬝ᵥ w) hv'
      simp only [dotProduct_smul, smul_eq_mul] at h
      rw [leverage_eq A i]
      exact h
    have h3 : (A i ⬝ᵥ v) * (1 - leverage A i) = 0 := by linear_combination h2
    have h4 : A i ⬝ᵥ v = 0 :=
      (mul_eq_zero.mp h3).resolve_right (sub_pos.mpr hlt).ne'
    exact hv (by rw [hv', h4, zero_smul])
```

If all the points together determine the parameters, then the points other than i still do so exactly when h_ii < 1. The proof uses the fact that a square matrix is singular exactly when it sends some nonzero vector to zero.

Suppose first that N₋ is invertible. We know h_ii ≤ 1, so only h_ii = 1 must be excluded. In that case v = N⁻¹a is nonzero, because a·v = h_ii = 1, yet N₋v = a − a = 0, a contradiction.

Conversely, let h_ii < 1 and N₋v = 0. Then

Nv = (a·v)a, so v = (a·v)N⁻¹a.

The dot product with a gives (a·v)(1 − h_ii) = 0. Hence a·v = 0, and so v = 0. In Lean, `hv'` is the formula for v, and `h2` to `h4` are the steps to a·v = 0.

## The error at the deleted point

```lean
/-- Leave-one-out formula: if the full normal matrix is invertible and the leverage of point `i` is
below one, the reduced normal matrix is invertible, and the prediction error at the removed point is
the full residual over `1 - h_ii`. -/
theorem leave_one_out [DecidableEq m] (A : Matrix m n ℝ) (y : m → ℝ)
    (hA : IsUnit (normal A).det) (i : m) (hi : leverage A i < 1) :
    IsUnit (normal (dropRow A i)).det ∧
      looError A y i = residual A y i / (1 - leverage A i) := by
  have hU := (isUnit_dropRow_iff A hA i).mpr hi
  refine ⟨hU, ?_⟩
  have hN := normal_mulVec_fit (dropRow A i) (dropEntry y i) hU
  rw [normal_dropRow_mulVec, (drop_point A y i).2] at hN
  unfold looError residual
  generalize fit (dropRow A i) (dropEntry y i) = b at hN ⊢
  have h1 : normal A *ᵥ b = Aᵀ *ᵥ y - (y i - A i ⬝ᵥ b) • A i := by
    linear_combination (norm := module) hN
  -- the reduced fit is the full fit shifted along `(AᵀA)⁻¹ a`
  have hb : b = fit A y - (y i - A i ⬝ᵥ b) • ((normal A)⁻¹ *ᵥ A i) := by
    calc b = (normal A)⁻¹ *ᵥ (normal A *ᵥ b) := by
          rw [Matrix.mulVec_mulVec, Matrix.nonsing_inv_mul _ hA, Matrix.one_mulVec]
      _ = _ := by rw [h1, Matrix.mulVec_sub, Matrix.mulVec_smul, fit]
  have hd := congrArg (fun w => A i ⬝ᵥ w) hb
  simp only [dotProduct_sub, dotProduct_smul, smul_eq_mul] at hd
  rw [← leverage_eq A i] at hd
  rw [eq_div_iff (sub_pos.mpr hi).ne']
  linear_combination (-1 : ℝ) * hd
```

The hypothesis `hi` is h_ii < 1, and the previous theorem turns it into invertibility of N₋. Let b now be the parameters of the reduced fit, so that e_i = y_i − a·b. Their normal equations are

Nb − (a·b)a = Aᵀy − y_i a.

Collecting the terms in a and applying N⁻¹ gives

Nb = Aᵀy − e_i a,
b = β − e_i N⁻¹a.

Take the dot product with a and subtract from y_i:

e_i = r_i + e_i h_ii, so e_i = r_i / (1 − h_ii).

The names `hN`, `h1`, `hb` and `hd` mark the reduced normal equations, their rearrangement, the shift of the parameters and its dot product with a. The closing `linear_combination` does the last piece of algebra.

```lean
/-- If all leverages are below one, the sum of squared leave-one-out errors follows from
the residuals and leverages of the single full fit. -/
theorem sum_sq_looError [DecidableEq m] (A : Matrix m n ℝ) (y : m → ℝ)
    (hA : IsUnit (normal A).det) (h : ∀ i, leverage A i < 1) :
    ∑ i, looError A y i ^ 2 = ∑ i, (residual A y i / (1 - leverage A i)) ^ 2 :=
  Finset.sum_congr rfl fun i _ => by rw [(leave_one_out A y hA i (h i)).2]

end

end LeaveOneOut
```

If N is invertible and every leverage is below one, squaring and summing gives

Σ_i e_i² = Σ_i (r_i / (1 − h_ii))².

Dividing by the number of points gives the mean-square leave-one-out score. The condition fails when some point is indispensable, for instance when it is the only structure in which a certain basis function is nonzero. The formula also takes the basis functions as fixed: if they are selected anew after each deletion, the selection can change and the formula need not hold.

```lean
#print axioms LeaveOneOut.fit_minimises
-- 'LeaveOneOut.fit_minimises' depends on axioms: [propext, Classical.choice, Quot.sound]
#print axioms LeaveOneOut.leave_one_out
-- 'LeaveOneOut.leave_one_out' depends on axioms: [propext, Classical.choice, Quot.sound]
#print axioms LeaveOneOut.sum_sq_looError
-- 'LeaveOneOut.sum_sq_looError' depends on axioms: [propext, Classical.choice, Quot.sound]
```
